# Inverting $\not{p}(aP_L+bP_R)-(cP_L+dP_R)$ when $ab\,p\cdot p\neq cd$

The operator $\not{p}-m$ is inverted by multiplying with $\not{p}+m$, which leaves the number $p\cdot p-m^2$. The same change of sign is in general not enough for a fermion with two different chiral mass coefficients. With $P_{L,R}=(1\mp\gamma_5)/2$, $K=\not{p}(aP_L+bP_R)$ and $M=cP_L+dP_R$, it gives

$$(K-M)(K+M)=ab\,p\cdot p+(c-d)K(P_L-P_R)-c^2P_L-d^2P_R,$$

which in general still contains matrices when $c\neq d$. The cure is to exchange the two mass coefficients in the second factor, using $M'=dP_L+cP_R$ in place of $M$.

The numbers $a,b$ normalise the left and right kinetic terms, as a parity-violating self-energy does at fixed momentum, and $c,d$ are the mass coefficients. A hermitian action has real $a,b$ and $d=c^*$, but the algebra allows any complex values. The result gives the momentum-space propagator of a single fermion species whose quadratic action is given by this operator. Majorana mass terms, flavour mixing, the overall factor $i$ and the $i\epsilon$ prescription are not included.

## Dirac matrices and chiral coefficients

The Dirac matrices are elements of an arbitrary complex algebra `A` with unit, so no matrix size or representation is fixed.

In Lean 4 with Mathlib:

```lean
import Mathlib

namespace ChiralFermionPropagator

noncomputable section

variable {A : Type*} [Ring A] [Algebra ℂ A]
```

The metric is $g=\mathrm{diag}(1,-1,-1,-1)$, with indices running from 0 to 3.

```lean
/-- The Minkowski metric with signature (+,-,-,-). -/
def metric (μ ν : Fin 4) : ℂ := if μ = ν then (if μ = 0 then 1 else -1) else 0
```

The only assumption on the matrices is $\gamma^\mu\gamma^\nu+\gamma^\nu\gamma^\mu=2g^{\mu\nu}$. It is the hypothesis `IsDirac γ` in the theorems below.

```lean
/-- The Clifford relations that define Dirac matrices. -/
def IsDirac (γ : Fin 4 → A) : Prop :=
  ∀ μ ν, γ μ * γ ν + γ ν * γ μ = (2 * metric μ ν) • (1 : A)
```

Chirality is built from them as $\gamma_5=i\gamma^0\gamma^1\gamma^2\gamma^3$, so its properties have to be derived.

```lean
/-- The chirality matrix `i γ⁰ γ¹ γ² γ³`. -/
def gamma5 (γ : Fin 4 → A) : A := Complex.I • (γ 0 * γ 1 * γ 2 * γ 3)
```

The left-handed projector is $P_L=(1-\gamma_5)/2$.

```lean
/-- The left-handed projector. -/
def PL (γ : Fin 4 → A) : A := (1 / 2 : ℂ) • (1 - gamma5 γ)
```

The right-handed one is $P_R=(1+\gamma_5)/2$.

```lean
/-- The right-handed projector. -/
def PR (γ : Fin 4 → A) : A := (1 / 2 : ℂ) • (1 + gamma5 γ)
```

Write $C(a,b)=aP_L+bP_R$, with the left coefficient first. Then $M=C(c,d)$, $M'=C(d,c)$, $C(x,x)=x$ and $C(-1,1)=\gamma_5$.

```lean
/-- The combination `a PL + b PR`. -/
def chiral (γ : Fin 4 → A) (a b : ℂ) : A := a • PL γ + b • PR γ
```

For contravariant components $p^\mu$, lowering the index gives $\not{p}=p^0\gamma^0-p^1\gamma^1-p^2\gamma^2-p^3\gamma^3$.

```lean
/-- The slashed momentum, for contravariant components `p`. -/
def slash (γ : Fin 4 → A) (p : Fin 4 → ℂ) : A :=
  p 0 • γ 0 - p 1 • γ 1 - p 2 • γ 2 - p 3 • γ 3
```

The components may be complex, and $p\cdot p$ contains no complex conjugation.

```lean
/-- The Minkowski square `p·p`, without complex conjugation. -/
def minkowskiSq (p : Fin 4 → ℂ) : ℂ := p 0 ^ 2 - p 1 ^ 2 - p 2 ^ 2 - p 3 ^ 2
```

The operator to be inverted is $K-M$.

```lean
/-- The chiral Dirac operator `slash(p) (a PL + b PR) - (c PL + d PR)` in momentum space. -/
def diracOp (γ : Fin 4 → A) (p : Fin 4 → ℂ) (a b c d : ℂ) : A :=
  slash γ p * chiral γ a b - chiral γ c d
```

The proposed inverse is $(K+M')/(ab\,p\cdot p-cd)$.

```lean
/-- The chiral propagator `(slash(p) (a PL + b PR) + d PL + c PR) / (ab p·p - cd)`. -/
def propagator (γ : Fin 4 → A) (p : Fin 4 → ℂ) (a b c d : ℂ) : A :=
  (a * b * minkowskiSq p - c * d)⁻¹ • (slash γ p * chiral γ a b + chiral γ d c)
```

## Moving chirality through a slashed momentum

Setting $\mu=\nu$ in the Clifford relations gives $(\gamma^\mu)^2=g^{\mu\mu}$. For $\mu\neq\nu$ the right side vanishes, so $\gamma^\nu\gamma^\mu=-\gamma^\mu\gamma^\nu$.

```lean
/-- Each Dirac matrix squares to its metric entry, and different ones anticommute. -/
theorem dirac_relations {γ : Fin 4 → A} (hγ : IsDirac γ) :
    (∀ μ, γ μ * γ μ = metric μ μ • (1 : A)) ∧
      ∀ μ ν, μ ≠ ν → γ ν * γ μ = -(γ μ * γ ν) := by
  constructor
  · intro μ
    calc γ μ * γ μ = (1 / 2 : ℂ) • (γ μ * γ μ + γ μ * γ μ) := by module
      _ = metric μ μ • (1 : A) := by rw [hγ μ μ]; module
  · intro μ ν hne
    have h := hγ μ ν
    rw [metric, if_neg hne, mul_zero, zero_smul] at h
    exact eq_neg_of_add_eq_zero_right h
```

To square $\gamma^0\gamma^1\gamma^2\gamma^3$, bring equal factors together. This takes $3+2+1=6$ exchanges, hence no net sign, and the squares contribute $(1)(-1)^3=-1$. With $i^2=-1$ this gives $\gamma_5^2=1$. Each $\gamma^\mu$ anticommutes with three factors of $\gamma_5$ and commutes with the fourth, so $\gamma_5\not{p}=-\not{p}\gamma_5$. In the code, `push` exchanges neighbouring factors inside a longer product, while `t0` and `t` remove equal pairs.

```lean
/-- The chirality matrix squares to one and anticommutes with every slashed momentum. -/
theorem gamma5_relations {γ : Fin 4 → A} (hγ : IsDirac γ) :
    gamma5 γ * gamma5 γ = 1 ∧
      ∀ p, gamma5 γ * slash γ p = -(slash γ p * gamma5 γ) := by
  obtain ⟨hs, ha⟩ := dirac_relations hγ
  have s0 : γ 0 * γ 0 = 1 := by simpa [metric] using hs 0
  have s1 : γ 1 * γ 1 = -1 := by simpa [metric] using hs 1
  have s2 : γ 2 * γ 2 = -1 := by simpa [metric] using hs 2
  have s3 : γ 3 * γ 3 = -1 := by simpa [metric] using hs 3
  have a1 := ha 0 1 (by decide)
  have a2 := ha 0 2 (by decide)
  have a3 := ha 0 3 (by decide)
  have a4 := ha 1 2 (by decide)
  have a5 := ha 1 3 (by decide)
  have a6 := ha 2 3 (by decide)
  -- the same rules inside longer products, used to sort the factors
  have push : ∀ u v : A, v * u = -(u * v) → ∀ x, v * (u * x) = -(u * (v * x)) :=
    fun u v h x => by rw [← mul_assoc, h, neg_mul, mul_assoc]
  have t0 : ∀ x, γ 0 * (γ 0 * x) = x := fun x => by rw [← mul_assoc, s0, one_mul]
  have t : ∀ u : A, u * u = -1 → ∀ x, u * (u * x) = -x :=
    fun u h x => by rw [← mul_assoc, h, neg_mul, one_mul]
  constructor
  · have hw : γ 0 * γ 1 * γ 2 * γ 3 * (γ 0 * γ 1 * γ 2 * γ 3) = -1 := by
      simp only [mul_assoc, mul_neg, neg_neg, mul_one, s0, s1, s2, s3,
        push _ _ a1, push _ _ a2, push _ _ a3, push _ _ a4,
        push _ _ a5, push _ _ a6, t0, t _ s1, t _ s2, t _ s3]
    rw [gamma5, smul_mul_assoc, mul_smul_comm, smul_smul, hw, Complex.I_mul_I]
    simp
  · intro p
    simp only [gamma5, slash, mul_sub, sub_mul, smul_mul_assoc, mul_smul_comm,
      mul_assoc, mul_neg, neg_mul, neg_neg, mul_one, one_mul, s0, s1, s2, s3,
      a1, a2, a3, a4, a5, a6, push _ _ a1, push _ _ a2, push _ _ a3, push _ _ a4,
      push _ _ a5, push _ _ a6, t0, t _ s1, t _ s2, t _ s3]
    module
```

In $\not{p}\not{p}$ the mixed terms cancel in pairs, and the squares leave $(p^0)^2-(p^1)^2-(p^2)^2-(p^3)^2=p\cdot p$.

```lean
/-- The square of a slashed momentum is `p·p`. -/
theorem slash_mul_slash {γ : Fin 4 → A} (hγ : IsDirac γ) (p : Fin 4 → ℂ) :
    slash γ p * slash γ p = minkowskiSq p • (1 : A) := by
  obtain ⟨hs, ha⟩ := dirac_relations hγ
  have s0 : γ 0 * γ 0 = 1 := by simpa [metric] using hs 0
  have s1 : γ 1 * γ 1 = -1 := by simpa [metric] using hs 1
  have s2 : γ 2 * γ 2 = -1 := by simpa [metric] using hs 2
  have s3 : γ 3 * γ 3 = -1 := by simpa [metric] using hs 3
  simp only [slash, minkowskiSq, mul_sub, sub_mul, smul_mul_assoc, mul_smul_comm,
    s0, s1, s2, s3, ha 0 1 (by decide), ha 0 2 (by decide), ha 0 3 (by decide),
    ha 1 2 (by decide), ha 1 3 (by decide), ha 2 3 (by decide)]
  module
```

From $\gamma_5^2=1$ follow $P_L^2=P_L$, $P_R^2=P_R$ and $P_LP_R=P_RP_L=0$. Therefore $C(a,b)\,C(c,d)=C(ac,bd)$. The proof expands in $1$ and $\gamma_5$, and `module` compares the coefficients.

```lean
/-- Chiral combinations multiply separately in the left- and right-handed sectors. -/
theorem chiral_mul {γ : Fin 4 → A} (hγ : IsDirac γ) (a b c d : ℂ) :
    chiral γ a b * chiral γ c d = chiral γ (a * c) (b * d) := by
  simp only [chiral, PL, PR, mul_add, add_mul, mul_sub, sub_mul, smul_mul_assoc,
    mul_smul_comm, one_mul, mul_one, (gamma5_relations hγ).1]
  module
```

Since $\gamma_5$ changes sign on passing $\not{p}$, we have $P_L\not{p}=\not{p}P_R$ and $P_R\not{p}=\not{p}P_L$. Hence $C(a,b)\not{p}=\not{p}\,C(b,a)$.

```lean
/-- Moving a chiral combination through a slashed momentum exchanges its two coefficients. -/
theorem chiral_mul_slash {γ : Fin 4 → A} (hγ : IsDirac γ) (a b : ℂ) (p : Fin 4 → ℂ) :
    chiral γ a b * slash γ p = slash γ p * chiral γ b a := by
  simp only [chiral, PL, PR, mul_add, add_mul, mul_sub, sub_mul, smul_mul_assoc,
    mul_smul_comm, one_mul, mul_one, (gamma5_relations hγ).2 p]
  module
```

## The product that leaves a number

The kinetic term squares to

$$K^2=\not{p}\,C(a,b)\not{p}\,C(a,b)=\not{p}\not{p}\,C(b,a)\,C(a,b)=ab\,p\cdot p.$$

Moving a mass matrix through $K$ exchanges its coefficients, so $MK=KM'$ and $M'K=KM$. Also $MM'=M'M=cd$. The cross terms then cancel in both orders:

$$(K-M)(K+M')=K^2+KM'-MK-MM'=ab\,p\cdot p-cd,$$

$$(K+M')(K-M)=K^2-KM+M'K-M'M=ab\,p\cdot p-cd.$$

In the proof, `hKK` is the square of $K$, `hk` the exchange rule, and `e1` and `e2` the two mass products.

```lean
/-- The chiral Dirac operator times its partner with exchanged masses, in either order,
is the scalar `ab p·p - cd`. -/
theorem diracOp_factorization {γ : Fin 4 → A} (hγ : IsDirac γ) (p : Fin 4 → ℂ)
    (a b c d : ℂ) :
    diracOp γ p a b c d * (slash γ p * chiral γ a b + chiral γ d c)
        = (a * b * minkowskiSq p - c * d) • (1 : A) ∧
      (slash γ p * chiral γ a b + chiral γ d c) * diracOp γ p a b c d
        = (a * b * minkowskiSq p - c * d) • (1 : A) := by
  have hx : ∀ x, chiral γ x x = x • (1 : A) := fun x => by
    simp only [chiral, PL, PR]; module
  have hk : ∀ x y, chiral γ x y * (slash γ p * chiral γ a b)
      = slash γ p * chiral γ a b * chiral γ y x := fun x y => by
    rw [← mul_assoc, chiral_mul_slash hγ, mul_assoc, mul_assoc, chiral_mul hγ,
      chiral_mul hγ, mul_comm y a, mul_comm x b]
  -- the kinetic term squares to a scalar
  have hKK : slash γ p * chiral γ a b * (slash γ p * chiral γ a b)
      = (a * b * minkowskiSq p) • (1 : A) := by
    rw [← mul_assoc, mul_assoc (slash γ p) _ (slash γ p), chiral_mul_slash hγ,
      ← mul_assoc, slash_mul_slash hγ, mul_assoc, chiral_mul hγ, mul_comm b a, hx,
      smul_mul_assoc, one_mul, smul_smul, mul_comm (minkowskiSq p)]
  have e1 : chiral γ c d * chiral γ d c = (c * d) • (1 : A) := by
    rw [chiral_mul hγ, mul_comm d c, hx]
  have e2 : chiral γ d c * chiral γ c d = (c * d) • (1 : A) := by
    rw [chiral_mul hγ, mul_comm d c, hx]
  unfold diracOp
  constructor
  · rw [sub_mul, mul_add, mul_add, hKK, hk, e1]
    module
  · rw [add_mul, mul_sub, mul_sub, hKK, hk, e2]
    module
```

If $ab\,p\cdot p\neq cd$, dividing by this number gives an inverse on both sides. When $ab\neq0$, the condition says that the momentum is off the mass shell $p\cdot p=cd/(ab)$.

```lean
/-- If `ab p·p ≠ cd`, the chiral propagator is the two-sided inverse of the chiral
Dirac operator. -/
theorem propagator_is_inverse {γ : Fin 4 → A} (hγ : IsDirac γ) (p : Fin 4 → ℂ)
    (a b c d : ℂ) (h : a * b * minkowskiSq p ≠ c * d) :
    diracOp γ p a b c d * propagator γ p a b c d = 1 ∧
      propagator γ p a b c d * diracOp γ p a b c d = 1 := by
  obtain ⟨h1, h2⟩ := diracOp_factorization hγ p a b c d
  unfold propagator
  constructor
  · rw [mul_smul_comm, h1, smul_smul, inv_mul_cancel₀ (sub_ne_zero.mpr h), one_smul]
  · rw [smul_mul_assoc, h2, smul_smul, inv_mul_cancel₀ (sub_ne_zero.mpr h), one_smul]
```

For a numerical check of the algebra take $p=(2,0,0,0)$, $a=1$, $b=2$, $c=1$, $d=3$. Since $d\neq c^*$, these values do not come from a hermitian action. Then $K=2\gamma^0C(1,2)$ and $K^2=4\cdot2=8$. Both $KM'$ and $MK$ equal $2\gamma^0C(3,2)$, and $MM'=3$. The product is $8-3=5$, so the inverse is

$$\tfrac15\left[2\gamma^0(P_L+2P_R)+3P_L+P_R\right].$$

At $p=0$ the kinetic term disappears. For $cd\neq0$ the formula becomes $-(dP_L+cP_R)/(cd)=-(P_L/c+P_R/d)$, the inverse of $-M$ taken separately in each chirality.

## No inverse on the mass shell

Suppose that $ab\,p\cdot p=cd$ and that $K-M$ is nevertheless invertible. Then $(K-M)(K+M')=0$ forces $K+M'=0$.

Chirality separates the two terms. Because $K+M'$ vanishes, $\gamma_5(K+M')=-(K+M')\gamma_5$ holds trivially. The $K$ parts agree by anticommutation, which leaves $\gamma_5M'=-M'\gamma_5$, or $C(-d,c)=C(d,-c)$. Multiplying by $\gamma_5/2$ gives $C(d/2,c/2)=-C(d/2,c/2)$, so $M'=0$ and with it $K=0$.

The unit timelike vector $(1,0,0,0)$ has slashed form $\gamma^0$, whose square is one. Hence $M=M\gamma^0\gamma^0=\gamma^0M'\gamma^0=0$. Now $K-M=0$, and zero is not invertible in an algebra with $1\neq0$. That last condition is `[Nontrivial A]`, and `IsUnit` means having a two-sided inverse.

```lean
/-- In a nontrivial algebra, the chiral Dirac operator is invertible exactly when `ab p·p ≠ cd`. -/
theorem isUnit_diracOp_iff [Nontrivial A] {γ : Fin 4 → A} (hγ : IsDirac γ)
    (p : Fin 4 → ℂ) (a b c d : ℂ) :
    IsUnit (diracOp γ p a b c d) ↔ a * b * minkowskiSq p ≠ c * d := by
  constructor
  · intro hu heq
    have h0 := (diracOp_factorization hγ p a b c d).1
    rw [heq, sub_self, zero_smul] at h0
    have hz := hu.mul_right_eq_zero.mp h0
    -- commuting with chirality separates the kinetic part from the mass part
    have hk : chiral γ (-1) 1 * (slash γ p * chiral γ a b)
        = slash γ p * chiral γ a b * chiral γ 1 (-1) := by
      rw [← mul_assoc, chiral_mul_slash hγ, mul_assoc, mul_assoc, chiral_mul hγ,
        chiral_mul hγ, mul_comm a, mul_comm b]
    have h3 : chiral γ (-1) 1 * chiral γ d c = chiral γ d c * chiral γ 1 (-1) := by
      have h1 : chiral γ (-1) 1 * (slash γ p * chiral γ a b + chiral γ d c)
          = (slash γ p * chiral γ a b + chiral γ d c) * chiral γ 1 (-1) := by
        rw [hz, mul_zero, zero_mul]
      rw [mul_add, add_mul, hk] at h1
      exact add_left_cancel h1
    rw [chiral_mul hγ, chiral_mul hγ] at h3
    have h4 : chiral γ (-1 / 2) (1 / 2) * chiral γ (-1 * d) (1 * c)
        = chiral γ (-1 / 2) (1 / 2) * chiral γ (d * 1) (c * -1) := by rw [h3]
    rw [chiral_mul hγ, chiral_mul hγ] at h4
    have hM' : chiral γ d c = 0 := by
      calc chiral γ d c = chiral γ (-1 / 2 * (-1 * d)) (1 / 2 * (1 * c))
            - chiral γ (-1 / 2 * (d * 1)) (1 / 2 * (c * -1)) := by
              simp only [chiral]; module
        _ = 0 := by rw [h4, sub_self]
    -- a unit timelike vector carries one mass matrix into the other
    have he : slash γ ![1, 0, 0, 0] * slash γ ![1, 0, 0, 0] = 1 := by
      rw [slash_mul_slash hγ]; simp [minkowskiSq]
    have hM : chiral γ c d = 0 := by
      calc chiral γ c d
          = chiral γ c d * (slash γ ![1, 0, 0, 0] * slash γ ![1, 0, 0, 0]) := by
            rw [he, mul_one]
        _ = slash γ ![1, 0, 0, 0] * chiral γ d c * slash γ ![1, 0, 0, 0] := by
            rw [← mul_assoc, chiral_mul_slash hγ]
        _ = 0 := by rw [hM', mul_zero, zero_mul]
    rw [hM', add_zero] at hz
    rw [diracOp, hz, hM, sub_zero] at hu
    exact not_isUnit_zero hu
  · intro h
    obtain ⟨h1, h2⟩ := propagator_is_inverse hγ p a b c d h
    exact ⟨⟨_, _, h1, h2⟩, rfl⟩
```

## Equal coefficients and the Dirac propagator

For $a=b=1$ and $c=d=m$ the chiral combinations become the numbers $1$ and $m$. When $p\cdot p\neq m^2$, this gives

$$(\not{p}-m)^{-1}=\frac{\not{p}+m}{p\cdot p-m^2}.$$

```lean
/-- For `p·p ≠ m²`, the inverse of `slash(p) - m` is `(slash(p) + m) / (p·p - m²)`. -/
theorem dirac_propagator {γ : Fin 4 → A} (hγ : IsDirac γ) (p : Fin 4 → ℂ) (m : ℂ)
    (h : minkowskiSq p ≠ m ^ 2) :
    (slash γ p - m • (1 : A)) * ((minkowskiSq p - m ^ 2)⁻¹ • (slash γ p + m • (1 : A))) = 1 ∧
      ((minkowskiSq p - m ^ 2)⁻¹ • (slash γ p + m • (1 : A))) * (slash γ p - m • (1 : A)) = 1 := by
  have hx : ∀ x, chiral γ x x = x • (1 : A) := fun x => by
    simp only [chiral, PL, PR]; module
  have h1 := propagator_is_inverse hγ p 1 1 m m (by rwa [one_mul, one_mul, ← pow_two])
  simp only [diracOp, propagator, hx, one_smul, mul_one, one_mul, one_pow, ← pow_two] at h1
  exact h1
```

## A Weyl representation

Four-by-four matrices satisfying the Clifford relations can be built from $\sigma_0=1$ and the Pauli matrices $\sigma_1,\sigma_2,\sigma_3$.

```lean
/-- The identity and the three Pauli matrices. -/
def sigma : Fin 4 → Matrix (Fin 2) (Fin 2) ℂ :=
  ![!![1, 0; 0, 1], !![0, 1; 1, 0], !![0, -Complex.I; Complex.I, 0], !![1, 0; 0, -1]]
```

Place them in the off-diagonal blocks:

$$\gamma^\mu=\begin{pmatrix}0&\sigma_\mu\\ g^{\mu\mu}\sigma_\mu&0\end{pmatrix}.$$

```lean
/-- The Dirac matrices in the Weyl representation, in two-by-two blocks. -/
def weylGamma (μ : Fin 4) : Matrix (Fin 2 ⊕ Fin 2) (Fin 2 ⊕ Fin 2) ℂ :=
  Matrix.fromBlocks 0 (sigma μ) (metric μ μ • sigma μ) 0
```

The products $\gamma^\mu\gamma^\nu$ are block diagonal. The upper block of the anticommutator is $g^{\nu\nu}\sigma_\mu\sigma_\nu+g^{\mu\mu}\sigma_\nu\sigma_\mu$, and the lower block has the two metric factors exchanged. For two spatial indices both blocks are $-(\sigma_\mu\sigma_\nu+\sigma_\nu\sigma_\mu)=2g^{\mu\nu}$. For one time and one space index the terms cancel, and for $\mu=\nu=0$ they add to 2. The code checks these identities entry by entry in `pauli` and then assembles the blocks.

```lean
/-- The Weyl representation satisfies the Clifford relations. -/
theorem weylGamma_witness : IsDirac weylGamma := by
  -- the relations reduce to two identities between Pauli matrices
  have pauli : ∀ μ ν : Fin 4,
      metric ν ν • (sigma μ * sigma ν) + metric μ μ • (sigma ν * sigma μ)
          = (2 * metric μ ν) • (1 : Matrix (Fin 2) (Fin 2) ℂ) ∧
        metric μ μ • (sigma μ * sigma ν) + metric ν ν • (sigma ν * sigma μ)
          = (2 * metric μ ν) • (1 : Matrix (Fin 2) (Fin 2) ℂ) := by
    intro μ ν
    fin_cases μ <;> fin_cases ν <;> constructor <;> ext i j <;> fin_cases i <;>
      fin_cases j <;>
      simp [sigma, metric, Matrix.mul_apply, Fin.sum_univ_two, Matrix.one_apply] <;>
      norm_num
  intro μ ν
  obtain ⟨h1, h2⟩ := pauli μ ν
  rw [← Matrix.fromBlocks_one, Matrix.fromBlocks_smul]
  simp only [weylGamma, Matrix.fromBlocks_multiply, Matrix.fromBlocks_add,
    Matrix.mul_smul, Matrix.smul_mul, Matrix.mul_zero, Matrix.zero_mul, add_zero,
    zero_add, smul_zero]
  rw [h1, h2]

end

end ChiralFermionPropagator
```

```lean
#print axioms ChiralFermionPropagator.propagator_is_inverse
-- 'ChiralFermionPropagator.propagator_is_inverse' depends on axioms: [propext, Classical.choice, Quot.sound]
#print axioms ChiralFermionPropagator.isUnit_diracOp_iff
-- 'ChiralFermionPropagator.isUnit_diracOp_iff' depends on axioms: [propext, Classical.choice, Quot.sound]
#print axioms ChiralFermionPropagator.dirac_propagator
-- 'ChiralFermionPropagator.dirac_propagator' depends on axioms: [propext, Classical.choice, Quot.sound]
```
